# Spin-orbit coupling plus a spin field at fixed $l$ and $\mu$: the Clebsch-Gordan rotation and the two energy levels

## The block in the spin basis

An electron in a shell of fixed orbital angular momentum $l$ has the Hamiltonian $\xi\,\mathbf L\cdot\mathbf S + B\sigma_z$, with $\hbar=1$. The number $\xi$ stands for the radial average of the spin-orbit coupling. The number $B$ is an energy and stands for an exchange field along $z$ that acts on the spin only. Both are arbitrary real constants.

The total projection $\mu=m_l+m_s$ is conserved. For $|\mu|<l+\tfrac12$ two states share it: spin up with $m_l=\mu-\tfrac12$, and spin down with $m_l=\mu+\tfrac12$. Physically $l$ is an integer and $\mu$ a half-integer, but the theorems hold for all real $l,\mu$ that satisfy the inequality. At $|\mu|=l+\tfrac12$ only one physical state remains, so there is no $2\times2$ problem.

In Lean 4 with Mathlib:

```lean
import Mathlib

open Matrix

namespace SpinOrbitExchangeBlock

noncomputable section
```

The ladder operators in $\mathbf L\cdot\mathbf S=L_zS_z+\tfrac12(L_+S_-+L_-S_+)$ connect the two states with matrix element $r/2$, where

$$r=\sqrt{(l+\tfrac12+\mu)(l+\tfrac12-\mu)}=\sqrt{(l+\tfrac12)^2-\mu^2}.$$

```lean
/-- Twice the spin-flip matrix element of `L·S`, `r = √((l+1/2)² - μ²)`, for `|μ| < l + 1/2`. -/
def spinFlip (l μ : ℝ) : ℝ := √((l + 1 / 2) ^ 2 - μ ^ 2)
```

The ratio $u=\mu/(l+\tfrac12)$ will measure how strongly the field acts within each $j$ state.

```lean
/-- The ratio `u = μ / (l + 1/2)`, for `l + 1/2 ≠ 0`. -/
def tilt (l μ : ℝ) : ℝ := μ / (l + 1 / 2)
```

The diagonal elements of $L_zS_z$ are $\tfrac12(\mu-\tfrac12)$ and $-\tfrac12(\mu+\tfrac12)$. In the order (up, down) the block is therefore

$$h=\frac{\xi}{2}\begin{pmatrix}\mu-\frac12&r\\ r&-\mu-\frac12\end{pmatrix}+B\begin{pmatrix}1&0\\0&-1\end{pmatrix}.$$

The code takes this real matrix as its starting point; the reduction from $\mathbf L\cdot\mathbf S$ just given is not formalised.

```lean
/-- Spin-orbit coupling of strength `ξ` plus a field `B` along `z`, at fixed `μ`, in the basis (spin
up, spin down), for `|μ| < l + 1/2`. -/
def blockH (ξ B l μ : ℝ) : Matrix (Fin 2) (Fin 2) ℝ :=
  (ξ / 2) • !![μ - 1 / 2, spinFlip l μ; spinFlip l μ, -μ - 1 / 2] + B • !![1, 0; 0, -1]
```

## The basis of total angular momentum

The Clebsch-Gordan coefficients are

$$c=\sqrt{\frac{l+\frac12+\mu}{2l+1}},\qquad s=\sqrt{\frac{l+\frac12-\mu}{2l+1}}.$$

```lean
/-- The Clebsch-Gordan coefficient `√((l+1/2+μ)/(2l+1))`, for `l + 1/2 > 0` and
`|μ| ≤ l + 1/2`. -/
def cgPlus (l μ : ℝ) : ℝ := √((l + 1 / 2 + μ) / (2 * l + 1))

/-- The Clebsch-Gordan coefficient `√((l+1/2-μ)/(2l+1))`, for `l + 1/2 > 0` and
`|μ| ≤ l + 1/2`. -/
def cgMinus (l μ : ℝ) : ℝ := √((l + 1 / 2 - μ) / (2 * l + 1))
```

The state $j=l+\tfrac12$ is $c\,|{\uparrow}\rangle+s\,|{\downarrow}\rangle$, and $j=l-\tfrac12$ is $-s\,|{\uparrow}\rangle+c\,|{\downarrow}\rangle$. These are the columns of

$$C=\begin{pmatrix}c&-s\\s&c\end{pmatrix}.$$

```lean
/-- The Clebsch-Gordan rotation; its columns are the states `j = l + 1/2` and `j = l - 1/2`
in the spin basis, for `|μ| < l + 1/2`. -/
def cgRotation (l μ : ℝ) : Matrix (Fin 2) (Fin 2) ℝ :=
  !![cgPlus l μ, -cgMinus l μ; cgMinus l μ, cgPlus l μ]
```

In this basis the Hamiltonian should consist of the spin-orbit energies and a field term that mixes the two values of $j$:

$$\begin{pmatrix}\frac{\xi l}{2}&0\\0&-\frac{\xi(l+1)}{2}\end{pmatrix}+B\begin{pmatrix}u&-\sqrt{1-u^2}\\-\sqrt{1-u^2}&-u\end{pmatrix}.$$

`coupledH` only writes this matrix down. That it is the rotated $h$ is proved below.

```lean
/-- The Hamiltonian in the basis (`j = l + 1/2`, `j = l - 1/2`): diagonal spin-orbit energies
plus a field term that mixes the two values of `j`, for `|μ| < l + 1/2`. -/
def coupledH (ξ B l μ : ℝ) : Matrix (Fin 2) (Fin 2) ℝ :=
  !![ξ * l / 2, 0; 0, -(ξ * (l + 1) / 2)] +
    B • !![tilt l μ, -√(1 - tilt l μ ^ 2); -√(1 - tilt l μ ^ 2), -tilt l μ]
```

Half the level distance will be

$$W=\sqrt{\tfrac14\xi^2(l+\tfrac12)^2+\xi\mu B+B^2}.$$

```lean
/-- Half the distance between the two levels, `√(ξ²(l+1/2)²/4 + ξμB + B²)`, for `|μ| < l + 1/2`. -/
def halfGap (ξ B l μ : ℝ) : ℝ := √(ξ ^ 2 * (l + 1 / 2) ^ 2 / 4 + ξ * μ * B + B ^ 2)
```

## Everything in terms of $c$ and $s$

By definition $(2l+1)c^2=l+\tfrac12+\mu$ and $(2l+1)s^2=l+\tfrac12-\mu$. The sum gives $c^2+s^2=1$. The difference gives $\mu=(l+\tfrac12)(c^2-s^2)$, hence $u=c^2-s^2$. The product gives $r^2=(2l+1)^2c^2s^2$, and

$$1-u^2=(c^2+s^2)^2-(c^2-s^2)^2=4c^2s^2.$$

Since $c,s\ge0$, the roots are $r=(2l+1)cs$ and $\sqrt{1-u^2}=2cs$. In the proof, `hc` and `hs` are the first two equations, and `Real.sqrt_sq` takes the roots with the correct sign.

```lean
/-- For `|μ| < l + 1/2` the Clebsch-Gordan coefficients `c`, `s` are normalised, and `μ`, `r`,
`u` and `√(1-u²)` are quadratic expressions in them. -/
theorem cg_relations {l μ : ℝ} (h : |μ| < l + 1 / 2) :
    cgPlus l μ ^ 2 + cgMinus l μ ^ 2 = 1 ∧
    μ = (l + 1 / 2) * (cgPlus l μ ^ 2 - cgMinus l μ ^ 2) ∧
    spinFlip l μ = (2 * l + 1) * (cgPlus l μ * cgMinus l μ) ∧
    tilt l μ = cgPlus l μ ^ 2 - cgMinus l μ ^ 2 ∧
    √(1 - tilt l μ ^ 2) = 2 * (cgPlus l μ * cgMinus l μ) := by
  obtain ⟨h₁, h₂⟩ := abs_lt.mp h
  have ha : 0 < l + 1 / 2 := by linarith
  have hd : 0 < 2 * l + 1 := by linarith
  have hc : (2 * l + 1) * cgPlus l μ ^ 2 = l + 1 / 2 + μ := by
    unfold cgPlus
    rw [Real.sq_sqrt (div_nonneg (by linarith) hd.le), mul_div_cancel₀ _ hd.ne']
  have hs : (2 * l + 1) * cgMinus l μ ^ 2 = l + 1 / 2 - μ := by
    unfold cgMinus
    rw [Real.sq_sqrt (div_nonneg (by linarith) hd.le), mul_div_cancel₀ _ hd.ne']
  have hc0 : 0 ≤ cgPlus l μ := Real.sqrt_nonneg _
  have hs0 : 0 ≤ cgMinus l μ := Real.sqrt_nonneg _
  have hcs : 0 ≤ cgPlus l μ * cgMinus l μ := mul_nonneg hc0 hs0
  have hn : cgPlus l μ ^ 2 + cgMinus l μ ^ 2 = 1 :=
    mul_left_cancel₀ hd.ne' (by linear_combination hc + hs)
  have hμ : μ = (l + 1 / 2) * (cgPlus l μ ^ 2 - cgMinus l μ ^ 2) := by
    linear_combination -(1 / 2) * hc + (1 / 2) * hs
  have hu : tilt l μ = cgPlus l μ ^ 2 - cgMinus l μ ^ 2 := by
    unfold tilt
    rw [div_eq_iff ha.ne']
    linear_combination hμ
  refine ⟨hn, hμ, ?_, hu, ?_⟩
  · -- both radicands are perfect squares in the coefficients
    have e : (l + 1 / 2) ^ 2 - μ ^ 2 = ((2 * l + 1) * (cgPlus l μ * cgMinus l μ)) ^ 2 := by
      linear_combination -(l + 1 / 2 - μ) * hc - (2 * l + 1) * cgPlus l μ ^ 2 * hs
    unfold spinFlip
    rw [e, Real.sqrt_sq (mul_nonneg hd.le hcs)]
  · have e : 1 - tilt l μ ^ 2 = (2 * (cgPlus l μ * cgMinus l μ)) ^ 2 := by
      rw [hu]
      linear_combination -(cgPlus l μ ^ 2 + cgMinus l μ ^ 2 + 1) * hn
    rw [e, Real.sqrt_sq (by linarith)]
```

## Rotating the Hamiltonian

The diagonal entries of $C^{\mathsf T}C$ are $c^2+s^2=1$, and the off-diagonal entries are $-cs+sc=0$. The proof checks the four entries separately.

```lean
/-- For `|μ| < l + 1/2` the Clebsch-Gordan rotation is orthogonal. -/
theorem cgRotation_orthogonal {l μ : ℝ} (h : |μ| < l + 1 / 2) :
    (cgRotation l μ)ᵀ * cgRotation l μ = 1 := by
  have hn := (cg_relations h).1
  ext i j
  fin_cases i <;> fin_cases j <;>
    simp [cgRotation, Matrix.mul_apply, Fin.sum_univ_two] <;> nlinarith [hn]
```

For the spin-orbit part, split off the constant $-\xi/4$. What remains is $\xi/2$ times the matrix with rows $(\mu,r)$ and $(r,-\mu)$. After rotation its upper diagonal entry is

$$\mu(c^2-s^2)+2rcs=(l+\tfrac12)\left[(c^2-s^2)^2+4c^2s^2\right]=l+\tfrac12,$$

its lower one is $-(l+\tfrac12)$, and its off-diagonal entries are $-2\mu cs+r(c^2-s^2)=0$. The energies are thus $-\tfrac{\xi}{4}\pm\tfrac{\xi}{2}(l+\tfrac12)$, that is, $\tfrac{\xi l}{2}$ and $-\tfrac{\xi(l+1)}{2}$. The field matrix $\sigma_z$ becomes

$$C^{\mathsf T}\sigma_zC=\begin{pmatrix}c^2-s^2&-2cs\\-2cs&s^2-c^2\end{pmatrix},$$

which is the stated matrix in $u$. The theorem says $C^{\mathsf T}hC=$ `coupledH`; each `linear_combination` verifies one entry from the relations above.

```lean
/-- For `|μ| < l + 1/2` the Clebsch-Gordan rotation carries the Hamiltonian from the spin basis
to the basis of `j = l ± 1/2`. -/
theorem rotated_hamiltonian (ξ B : ℝ) {l μ : ℝ} (h : |μ| < l + 1 / 2) :
    (cgRotation l μ)ᵀ * blockH ξ B l μ * cgRotation l μ = coupledH ξ B l μ := by
  obtain ⟨hn, hμ, hr, hu, hw⟩ := cg_relations h
  unfold coupledH
  rw [hw, hu]
  ext i j
  fin_cases i <;> fin_cases j <;>
    simp [cgRotation, blockH, Matrix.mul_apply, Fin.sum_univ_two]
  · linear_combination ξ / 2 * (cgPlus l μ ^ 2 - cgMinus l μ ^ 2) * hμ +
      ξ * cgPlus l μ * cgMinus l μ * hr +
      ξ / 2 * ((l + 1 / 2) * (cgPlus l μ ^ 2 + cgMinus l μ ^ 2 + 1) - 1 / 2) * hn
  · linear_combination -ξ * cgPlus l μ * cgMinus l μ * hμ +
      ξ / 2 * (cgPlus l μ ^ 2 - cgMinus l μ ^ 2) * hr
  · linear_combination -ξ * cgPlus l μ * cgMinus l μ * hμ +
      ξ / 2 * (cgPlus l μ ^ 2 - cgMinus l μ ^ 2) * hr
  · linear_combination -ξ / 2 * (cgPlus l μ ^ 2 - cgMinus l μ ^ 2) * hμ -
      ξ * cgPlus l μ * cgMinus l μ * hr +
      ξ / 2 * (-(l + 1 / 2) * (cgPlus l μ ^ 2 + cgMinus l μ ^ 2 + 1) - 1 / 2) * hn
```

Within this single-shell model with constant $\xi$ and $B$, the off-diagonal term shows how the exchange field couples the channels $j=l\pm\tfrac12$ of equal $\mu$, a coupling that also occurs in spin-polarised relativistic scattering. Radial functions, scattering phases and coupling to other $l$ are absent here.

## The two levels

Since $\mu^2+r^2=(l+\tfrac12)^2$, completing the square gives

$$W^2=\left(B+\frac{\xi\mu}{2}\right)^2+\left(\frac{\xi r}{2}\right)^2.$$

The radicand is therefore never negative, which is what allows the square root to be undone.

```lean
/-- For `|μ| < l + 1/2` the squared half gap is the sum of the squares of the total
longitudinal field `B + ξμ/2` and the transverse field `ξr/2`. -/
theorem halfGap_sq (ξ B : ℝ) {l μ : ℝ} (h : |μ| < l + 1 / 2) :
    halfGap ξ B l μ ^ 2 = (B + ξ * μ / 2) ^ 2 + (ξ * spinFlip l μ / 2) ^ 2 := by
  obtain ⟨h₁, h₂⟩ := abs_lt.mp h
  have hr : spinFlip l μ ^ 2 = (l + 1 / 2) ^ 2 - μ ^ 2 :=
    Real.sq_sqrt (by nlinarith)
  have e : ξ ^ 2 * (l + 1 / 2) ^ 2 / 4 + ξ * μ * B + B ^ 2 =
      (B + ξ * μ / 2) ^ 2 + (ξ * spinFlip l μ / 2) ^ 2 := by
    linear_combination -(ξ ^ 2 / 4) * hr
  unfold halfGap
  rw [e, Real.sq_sqrt (by positivity)]
```

The matrix $h+\xi/4$ has diagonal entries $\pm(B+\xi\mu/2)$ and off-diagonal entries $\xi r/2$. Hence

$$\det(h-E)=\left(E+\frac{\xi}{4}\right)^2-W^2,$$

which vanishes exactly at $E=-\xi/4\pm W$. In the formal statement, $E$ is a level when some real vector `v ≠ 0` satisfies `blockH ξ B l μ *ᵥ v = E • v`. The proof factorises the determinant in `hdet` and uses that a matrix annihilates a nonzero vector exactly when its determinant is zero.

```lean
/-- For `|μ| < l + 1/2` the energy levels of the block are exactly
`-ξ/4 ± √(ξ²(l+1/2)²/4 + ξμB + B²)`. -/
theorem energy_levels (ξ B E : ℝ) {l μ : ℝ} (h : |μ| < l + 1 / 2) :
    (∃ v : Fin 2 → ℝ, v ≠ 0 ∧ blockH ξ B l μ *ᵥ v = E • v) ↔
      E = -ξ / 4 + halfGap ξ B l μ ∨ E = -ξ / 4 - halfGap ξ B l μ := by
  have hW := halfGap_sq ξ B h
  -- the characteristic determinant factorises
  have hdet : (blockH ξ B l μ - E • (1 : Matrix (Fin 2) (Fin 2) ℝ)).det =
      (E - (-ξ / 4 + halfGap ξ B l μ)) * (E - (-ξ / 4 - halfGap ξ B l μ)) := by
    rw [Matrix.det_fin_two]
    simp [blockH]
    linear_combination hW
  calc (∃ v : Fin 2 → ℝ, v ≠ 0 ∧ blockH ξ B l μ *ᵥ v = E • v)
      ↔ ∃ v : Fin 2 → ℝ, v ≠ 0 ∧
          (blockH ξ B l μ - E • (1 : Matrix (Fin 2) (Fin 2) ℝ)) *ᵥ v = 0 := by
        simp only [Matrix.sub_mulVec, Matrix.smul_mulVec, Matrix.one_mulVec, sub_eq_zero]
    _ ↔ (blockH ξ B l μ - E • (1 : Matrix (Fin 2) (Fin 2) ℝ)).det = 0 :=
        Matrix.exists_mulVec_eq_zero_iff
    _ ↔ _ := by rw [hdet, mul_eq_zero, sub_eq_zero, sub_eq_zero]
```

## The smallest gap

Multiplying $W^2$ by four gives

$$(2W)^2=(|\xi|r)^2+4\left(B+\frac{\xi\mu}{2}\right)^2.$$

So $2W\ge|\xi|r$, with equality exactly at $B=-\xi\mu/2$, where the field makes the two diagonal elements of $h$ equal, both being $-\xi/4$. As $r>0$, the levels never meet when $\xi\ne0$. The proof compares squares of non-negative numbers.

```lean
/-- Smallest gap: for `|μ| < l + 1/2` the gap between the two levels is at least `|ξ| r`, and it
takes this value exactly at the field `B = -ξμ/2`. -/
theorem avoided_crossing (ξ B : ℝ) {l μ : ℝ} (h : |μ| < l + 1 / 2) :
    |ξ| * spinFlip l μ ≤ 2 * halfGap ξ B l μ ∧
      (2 * halfGap ξ B l μ = |ξ| * spinFlip l μ ↔ B = -(ξ * μ / 2)) := by
  have hx : 0 ≤ |ξ| * spinFlip l μ := mul_nonneg (abs_nonneg _) (Real.sqrt_nonneg _)
  have hy : 0 ≤ 2 * halfGap ξ B l μ := mul_nonneg zero_le_two (Real.sqrt_nonneg _)
  have hsq : (2 * halfGap ξ B l μ) ^ 2 =
      (|ξ| * spinFlip l μ) ^ 2 + 4 * (B + ξ * μ / 2) ^ 2 := by
    linear_combination 4 * halfGap_sq ξ B h - spinFlip l μ ^ 2 * sq_abs ξ
  have hle : |ξ| * spinFlip l μ ≤ 2 * halfGap ξ B l μ :=
    (sq_le_sq₀ hx hy).1 (by linarith [sq_nonneg (B + ξ * μ / 2)])
  refine ⟨hle, fun e => ?_, fun e => ?_⟩
  · rw [e] at hsq
    have h0 : (B + ξ * μ / 2) ^ 2 = 0 := by linarith
    linarith [pow_eq_zero_iff (two_ne_zero) |>.mp h0]
  · have h0 : B + ξ * μ / 2 = 0 := by linarith
    rw [h0] at hsq
    exact le_antisymm ((sq_le_sq₀ hy hx).1 (by linarith)) hle
```

## Slopes in a weak field

Let $\xi>0$. At $B=0$ the derivative of $W^2$ with respect to $B$ is $\xi\mu$, and $W=\tfrac{\xi}{2}(l+\tfrac12)$. Therefore

$$\left.\frac{dW}{dB}\right|_{0}=\frac{\xi\mu}{2W(0)}=\frac{\mu}{l+\frac12}=u.$$

The upper level has slope $u$ and the lower one $-u$, in agreement with the diagonal of the rotated field term. `HasDerivAt` expresses this as an ordinary two-sided derivative; `hq` differentiates the radicand and `hq.sqrt` applies the chain rule.

At $\xi=0$ the statement fails: the levels are $\pm|B|$, which have no derivative at $B=0$, so $\xi\neq0$ is needed. For $\xi<0$ the derivatives exist, but the two slopes are interchanged.

```lean
/-- Weak field: for `ξ > 0` and `|μ| < l + 1/2` the upper and lower levels have slopes
`u` and `-u` in `B` at `B = 0`. -/
theorem weak_field_slopes {ξ l μ : ℝ} (hξ : 0 < ξ) (h : |μ| < l + 1 / 2) :
    HasDerivAt (fun B => -ξ / 4 + halfGap ξ B l μ) (tilt l μ) 0 ∧
      HasDerivAt (fun B => -ξ / 4 - halfGap ξ B l μ) (-tilt l μ) 0 := by
  have ha : 0 < l + 1 / 2 := lt_of_le_of_lt (abs_nonneg μ) h
  have hp : 0 < ξ * (l + 1 / 2) / 2 := half_pos (mul_pos hξ ha)
  have hq : HasDerivAt (fun B : ℝ => ξ ^ 2 * (l + 1 / 2) ^ 2 / 4 + ξ * μ * B + B ^ 2)
      (ξ * μ) 0 := by
    have h1 := (((hasDerivAt_id' (0 : ℝ)).const_mul (ξ * μ)).const_add
      (ξ ^ 2 * (l + 1 / 2) ^ 2 / 4)).fun_add ((hasDerivAt_id' (0 : ℝ)).fun_pow 2)
    exact h1.congr_deriv (by simp)
  -- at zero field the radicand is the square of half the spin-orbit splitting
  have h0 : ξ ^ 2 * (l + 1 / 2) ^ 2 / 4 + ξ * μ * 0 + 0 ^ 2 = (ξ * (l + 1 / 2) / 2) ^ 2 := by
    ring
  have hW : HasDerivAt (fun B => halfGap ξ B l μ) (tilt l μ) 0 := by
    refine (hq.sqrt ?_).congr_deriv ?_
    · show ξ ^ 2 * (l + 1 / 2) ^ 2 / 4 + ξ * μ * 0 + 0 ^ 2 ≠ 0
      rw [h0]
      exact pow_ne_zero 2 hp.ne'
    · show ξ * μ / (2 * √(ξ ^ 2 * (l + 1 / 2) ^ 2 / 4 + ξ * μ * 0 + 0 ^ 2)) = μ / (l + 1 / 2)
      rw [h0, Real.sqrt_sq hp.le, div_eq_div_iff (mul_pos two_pos hp).ne' ha.ne']
      ring
  exact ⟨hW.const_add _, hW.const_sub _⟩

end

end SpinOrbitExchangeBlock
```

```lean
#print axioms SpinOrbitExchangeBlock.cgRotation_orthogonal
#print axioms SpinOrbitExchangeBlock.energy_levels
#print axioms SpinOrbitExchangeBlock.avoided_crossing
#print axioms SpinOrbitExchangeBlock.weak_field_slopes
```

```
'SpinOrbitExchangeBlock.cgRotation_orthogonal' depends on axioms: [propext, Classical.choice, Quot.sound]
'SpinOrbitExchangeBlock.energy_levels' depends on axioms: [propext, Classical.choice, Quot.sound]
'SpinOrbitExchangeBlock.avoided_crossing' depends on axioms: [propext, Classical.choice, Quot.sound]
'SpinOrbitExchangeBlock.weak_field_slopes' depends on axioms: [propext, Classical.choice, Quot.sound]
```
